# The spin-exchange sum of a two-electron density matrix is at most the mean number of electrons of either spin

To compute the mean squared total spin from a two-particle density matrix, one sums the elements in which an up and a down electron trade spatial orbitals. For finitely many orthonormal orbitals, this sheet relates that sum to the spin and bounds it by electron numbers. An array that violates the bounds comes from no electronic state; one that obeys them may still come from none.

## Operators and density matrix

Spatial orbitals $p,q$ run over a finite set `ι`, and a spin-orbital is a pair such as $p\uparrow$, in Lean `(p, up)`.

```lean
import Mathlib

open Matrix
open scoped ComplexOrder

namespace SpinExchangeBound

noncomputable section

/-- The two spin directions of an electron. -/
inductive Spin
  | up
  | down
  deriving DecidableEq

open Spin
```

The annihilators $a_i$ lie in a ring `A` whose `star` is the adjoint. `IsCAR` demands $a_ia_j+a_ja_i=0$ and $a_ia_j^*+a_j^*a_i=\delta_{ij}$: Fermi statistics in an orthonormal basis.

```lean
/-- The canonical anticommutation relations for a family of annihilation operators `a i`,
with creation operators `star (a i)`. -/
structure IsCAR {κ A : Type*} [DecidableEq κ] [Ring A] [StarRing A] (a : κ → A) : Prop where
  anti : ∀ i j, a i * a j + a j * a i = 0
  mixed : ∀ i j, a i * star (a j) + star (a j) * a i = if i = j then 1 else 0
```

With $\hbar=1$, the spin operators are $S_+=\sum_q a_{q\uparrow}^*a_{q\downarrow}$ and $S_-=\sum_p a_{p\downarrow}^*a_{p\uparrow}$.

```lean
variable {ι A : Type*} [Fintype ι] [Ring A] [StarRing A]

/-- The spin-raising operator `S+`, which turns down spins into up spins. -/
def raising (a : ι × Spin → A) : A := ∑ q, star (a (q, up)) * a (q, down)

/-- The spin-lowering operator `S-`, which turns up spins into down spins. -/
def lowering (a : ι × Spin → A) : A := ∑ p, star (a (p, down)) * a (p, up)
```

The number operators are $N_\sigma=\sum_p a_{p\sigma}^*a_{p\sigma}$, and the exchange operator is $X=\sum_{pq}a_{p\downarrow}^*a_{q\uparrow}^*a_{p\uparrow}a_{q\downarrow}$.

```lean
/-- The number of electrons with spin `s`. -/
def number (a : ι × Spin → A) (s : Spin) : A := ∑ p, star (a (p, s)) * a (p, s)

/-- The spin-exchange operator: an up and a down electron trade their spatial orbitals. -/
def exchange (a : ι × Spin → A) : A :=
  ∑ p, ∑ q, star (a (p, down)) * star (a (q, up)) * a (p, up) * a (q, down)
```

Further, $S_z=\tfrac12(N_\uparrow-N_\downarrow)$ and $S^2=\tfrac12(S_+S_-+S_-S_+)+S_z^2$.

```lean
/-- The operator `S_z`, half the difference of the up and down numbers. -/
def spinZ [Algebra ℂ A] (a : ι × Spin → A) : A :=
  (1 / 2 : ℂ) • (number a up - number a down)

/-- The squared total spin `S² = (S+ S- + S- S+)/2 + S_z²`. -/
def spinSq [Algebra ℂ A] (a : ι × Spin → A) : A :=
  (1 / 2 : ℂ) • (raising a * lowering a + lowering a * raising a) + spinZ a * spinZ a
```

A linear functional $w$ gives expectation values, and $D(ij,kl)=w(a_i^*a_j^*a_la_k)$, with the last two indices reversed in the operator product. Neither $w(1)=1$ nor a fixed electron number is assumed.

```lean
/-- The two-particle density matrix `D(ij, kl) = w(a_i* a_j* a_l a_k)` of a functional `w`. -/
def twoMatrix {κ : Type*} [Algebra ℂ A] (w : A →ₗ[ℂ] ℂ) (a : κ → A) (i j k l : κ) : ℂ :=
  w (star (a i) * star (a j) * a l * a k)
```

## (a) The adjoint of the raising operator

Show that $S_+^*=S_-$.

The adjoint reverses products: $(a_{q\uparrow}^*a_{q\downarrow})^*=a_{q\downarrow}^*a_{q\uparrow}$. Sum over $q$.

```lean
/-- The adjoint of `S+` is `S-`. -/
theorem star_raising (a : ι × Spin → A) : star (raising a) = lowering a := by
  simp only [raising, lowering, star_sum, star_mul, star_star]
```

## (b) The exchange sum as an expectation value

Show that $\sum_{pq}D(p{\downarrow}\,q{\uparrow},\,q{\downarrow}\,p{\uparrow})=w(X)$.

By definition each element is $w(a_{p\downarrow}^*a_{q\uparrow}^*a_{p\uparrow}a_{q\downarrow})$. Linearity takes the sum inside $w$.

```lean
/-- The expectation value of the spin-exchange operator is a contraction of the
two-particle density matrix. -/
theorem sum_twoMatrix [Algebra ℂ A] (w : A →ₗ[ℂ] ℂ) (a : ι × Spin → A) :
    ∑ p, ∑ q, twoMatrix w a (p, down) (q, up) (q, down) (p, up) = w (exchange a) := by
  simp only [twoMatrix, exchange, map_sum]
```

## (c) Raising, then lowering

Show that $S_-S_+=N_\downarrow-X$.

Move $a_{p\uparrow}$ past $a_{q\uparrow}^*$:
$$a_{p\downarrow}^*a_{p\uparrow}a_{q\uparrow}^*a_{q\downarrow}=\delta_{pq}\,a_{p\downarrow}^*a_{q\downarrow}-a_{p\downarrow}^*a_{q\uparrow}^*a_{p\uparrow}a_{q\downarrow}.$$
Summing gives $N_\downarrow$ and $X$.

In Lean, `key` is this identity, and `h2` inside it is the anticommutation. The proof turns on `Finset.sum_ite_eq`, which collapses the Kronecker delta: a sum over $q$ of `if p = q then … else 0` becomes its single term at $q=p$. The lemma expects the summed index on the right of the equality, which is how `key` is written.

```lean
variable [DecidableEq ι] {a : ι × Spin → A}

/-- For CAR operators, `S- S+` is the number of down electrons minus the spin exchange. -/
theorem lowering_mul_raising (h : IsCAR a) :
    lowering a * raising a = number a down - exchange a := by
  have key : ∀ p q, star (a (p, down)) * a (p, up) * (star (a (q, up)) * a (q, down)) =
      (if p = q then star (a (p, down)) * a (q, down) else 0)
        - star (a (p, down)) * star (a (q, up)) * a (p, up) * a (q, down) := by
    intro p q
    -- move the annihilator of p-up past the creator of q-up
    have h2 : a (p, up) * star (a (q, up)) =
        (if p = q then 1 else 0) - star (a (q, up)) * a (p, up) := by
      rw [eq_sub_iff_add_eq, h.mixed]
      simp
    calc _ = star (a (p, down)) * (a (p, up) * star (a (q, up))) * a (q, down) := by
          simp only [mul_assoc]
      _ = _ := by
          rw [h2]
          split_ifs <;> noncomm_ring
  simp only [lowering, raising, number, exchange, Finset.sum_mul_sum, key,
    Finset.sum_sub_distrib, Finset.sum_ite_eq, Finset.mem_univ, if_true]
```

## (d) Lowering, then raising

Show that $S_+S_-=N_\uparrow-X$, with the same $X$.

As before,
$$a_{q\uparrow}^*a_{q\downarrow}a_{p\downarrow}^*a_{p\uparrow}=\delta_{qp}\,a_{q\uparrow}^*a_{p\uparrow}-a_{q\uparrow}^*a_{p\downarrow}^*a_{q\downarrow}a_{p\uparrow}.$$
Exchanging the two creators (`e1`) and the two annihilators (`e2`) gives two signs, which cancel, so the last term is that of $X$. `Finset.sum_comm` matches the order of summation.

```lean
/-- For CAR operators, `S+ S-` is the number of up electrons minus the same spin exchange. -/
theorem raising_mul_lowering (h : IsCAR a) :
    raising a * lowering a = number a up - exchange a := by
  have key : ∀ q p, star (a (q, up)) * a (q, down) * (star (a (p, down)) * a (p, up)) =
      (if q = p then star (a (q, up)) * a (p, up) else 0)
        - star (a (p, down)) * star (a (q, up)) * a (p, up) * a (q, down) := by
    intro q p
    have h2 : a (q, down) * star (a (p, down)) =
        (if q = p then 1 else 0) - star (a (p, down)) * a (q, down) := by
      rw [eq_sub_iff_add_eq, h.mixed]
      simp
    -- reordering both pairs costs two signs, which cancel
    have e1 : star (a (q, up)) * star (a (p, down)) =
        -(star (a (p, down)) * star (a (q, up))) := by
      have := congrArg star (h.anti (p, down) (q, up))
      simp only [star_add, star_mul, star_zero] at this
      exact eq_neg_of_add_eq_zero_left this
    have e2 : a (q, down) * a (p, up) = -(a (p, up) * a (q, down)) :=
      eq_neg_of_add_eq_zero_left (h.anti _ _)
    have e3 : star (a (q, up)) * (star (a (p, down)) * a (q, down)) * a (p, up) =
        star (a (p, down)) * star (a (q, up)) * a (p, up) * a (q, down) := by
      calc _ = (star (a (q, up)) * star (a (p, down))) * (a (q, down) * a (p, up)) := by
            simp only [mul_assoc]
        _ = _ := by
            rw [e1, e2, neg_mul_neg]
            simp only [mul_assoc]
    calc _ = star (a (q, up)) * (a (q, down) * star (a (p, down))) * a (p, up) := by
          simp only [mul_assoc]
      _ = _ := by
          rw [h2, mul_sub, sub_mul, e3]
          split_ifs <;> simp
  have hx : exchange a = ∑ q, ∑ p,
      star (a (p, down)) * star (a (q, up)) * a (p, up) * a (q, down) := Finset.sum_comm
  rw [hx]
  simp only [lowering, raising, number, Finset.sum_mul_sum, key,
    Finset.sum_sub_distrib, Finset.sum_ite_eq, Finset.mem_univ, if_true]
```

## (e) The two bounds

Let $w(x^*x)\ge0$ for all $x$. Show that
$$\sum_{pq}D(p{\downarrow}\,q{\uparrow},\,q{\downarrow}\,p{\uparrow})\le w(N_\downarrow)\quad\text{and}\quad\le w(N_\uparrow).$$

Take $x=S_+$: by (a) and (c), $0\le w(S_-S_+)=w(N_\downarrow)-w(X)$. Take $x=S_-$ and use (d) for the other bound. In Lean, `≤` between complex numbers also says that their difference is real.

Without the anticommutation relations the bound fails. Take one orbital, $A=\mathbb C$, $a_\uparrow=a_\downarrow=2$ and $w$ the identity, which is positive. The exchange sum is $2^4=16$, but $w(N_\downarrow)=4$.

```lean
/-- For CAR operators and a positive linear functional `w`, the spin-exchange contraction of
the two-particle density matrix exceeds neither the mean number of down electrons nor that
of up electrons. -/
theorem exchange_bound [Algebra ℂ A] (h : IsCAR a) (w : A →ₗ[ℂ] ℂ)
    (hw : ∀ x, 0 ≤ w (star x * x)) :
    ∑ p, ∑ q, twoMatrix w a (p, down) (q, up) (q, down) (p, up) ≤ w (number a down) ∧
    ∑ p, ∑ q, twoMatrix w a (p, down) (q, up) (q, down) (p, up) ≤ w (number a up) := by
  rw [sum_twoMatrix]
  have h1 := hw (raising a)
  have h2 := hw (lowering a)
  rw [star_raising, lowering_mul_raising h, map_sub] at h1
  rw [← star_raising, star_star, star_raising, raising_mul_lowering h, map_sub] at h2
  exact ⟨sub_nonneg.mp h1, sub_nonneg.mp h2⟩
```

## (f) The mean squared total spin

Show that
$$w(S^2)=\tfrac12\big(w(N_\uparrow)+w(N_\downarrow)\big)+w(S_z^2)-\sum_{pq}D(p{\downarrow}\,q{\uparrow},\,q{\downarrow}\,p{\uparrow}).$$

Half the sum of (c) and (d) is $\tfrac12(N_\uparrow+N_\downarrow)-X$. Add $S_z^2$ and apply $w$; positivity is not needed.

```lean
/-- For CAR operators, the mean of `S²` is half the mean electron number plus the mean of `S_z²`,
minus the spin-exchange contraction of the two-particle density matrix. -/
theorem mean_spinSq [Algebra ℂ A] (h : IsCAR a) (w : A →ₗ[ℂ] ℂ) :
    w (spinSq a) = (w (number a up) + w (number a down)) / 2 + w (spinZ a * spinZ a)
      - ∑ p, ∑ q, twoMatrix w a (p, down) (q, up) (q, down) (p, up) := by
  rw [sum_twoMatrix, spinSq, raising_mul_lowering h, lowering_mul_raising h]
  simp only [map_add, map_sub, map_smul, smul_eq_mul]
  ring
```

## (g) Expectation values in a vector

For matrices, let $w_\psi(M)=\langle\psi,M\psi\rangle$. If $\psi\ne0$ is not normalised, divide by $\|\psi\|^2$ to get mean values.

```lean
/-- The linear functional `M ↦ ⟨ψ, M ψ⟩` of the matrix `M`; for a unit vector `ψ` it gives the
expectation value. -/
def vectorState {n : Type*} [Fintype n] (ψ : n → ℂ) : Matrix n n ℂ →ₗ[ℂ] ℂ where
  toFun M := star ψ ⬝ᵥ M *ᵥ ψ
  map_add' M N := by rw [Matrix.add_mulVec, dotProduct_add]
  map_smul' c M := by rw [Matrix.smul_mulVec, dotProduct_smul, RingHom.id_apply]
```

Show that $w_\psi(M^*M)=\|M\psi\|^2$.

Move $M^*$ to the left side of the inner product: $\langle\psi,M^*M\psi\rangle=\langle M\psi,M\psi\rangle$.

```lean
/-- The number `⟨ψ, M* M ψ⟩` is the squared length of `M ψ`. -/
theorem vectorState_star_mul {n : Type*} [Fintype n] (ψ : n → ℂ) (M : Matrix n n ℂ) :
    vectorState ψ (star M * M) = star (M *ᵥ ψ) ⬝ᵥ (M *ᵥ ψ) := by
  change star ψ ⬝ᵥ (star M * M) *ᵥ ψ = _
  rw [Matrix.star_mulVec, ← Matrix.mulVec_mulVec,
    Matrix.dotProduct_mulVec (star ψ) (star M), Matrix.star_eq_conjTranspose]
```

## (h) When the down-spin bound is reached

Show that the exchange sum for $w_\psi$ equals $w_\psi(N_\downarrow)$ if and only if $S_+\psi=0$.

By (c) and (g), $w_\psi(N_\downarrow)-w_\psi(X)=\|S_+\psi\|^2$, which vanishes only for $S_+\psi=0$.

```lean
/-- For CAR matrices and a vector `ψ`, the spin-exchange contraction equals the mean number of
down electrons exactly when `S+ ψ = 0`. -/
theorem exchange_eq_iff {n : Type*} [Fintype n] [DecidableEq n]
    {a : ι × Spin → Matrix n n ℂ} (h : IsCAR a) (ψ : n → ℂ) :
    ∑ p, ∑ q, twoMatrix (vectorState ψ) a (p, down) (q, up) (q, down) (p, up)
      = vectorState ψ (number a down) ↔ raising a *ᵥ ψ = 0 := by
  have key := dotProduct_star_self_eq_zero (v := raising a *ᵥ ψ)
  rw [← vectorState_star_mul, star_raising, lowering_mul_raising h, map_sub,
    sub_eq_zero] at key
  rw [sum_twoMatrix, ← key]
  exact eq_comm
```

## (i) One orbital in four dimensions

In the basis $|0\rangle,|{\uparrow}\rangle,|{\downarrow}\rangle,|{\uparrow\downarrow}\rangle$, take these matrices:

```lean
/-- Annihilation matrices of one spatial orbital in the basis empty, up, down, doubly
occupied. -/
def site : Spin → Matrix (Fin 4) (Fin 4) ℂ
  | up => !![0, 1, 0, 0; 0, 0, 0, 0; 0, 0, 0, 1; 0, 0, 0, 0]
  | down => !![0, 0, 1, 0; 0, 0, 0, -1; 0, 0, 0, 0; 0, 0, 0, 0]
```

Show that they satisfy $a_\sigma a_\tau+a_\tau a_\sigma=0$ and $a_\sigma a_\tau^*+a_\tau^*a_\sigma=\delta_{\sigma\tau}$.

No spin-orbital can be emptied twice, so $a_\sigma^2=0$. Each basis state has $\sigma$ either empty or filled, so $a_\sigma a_\sigma^*+a_\sigma^*a_\sigma=1$. For opposite spins, the minus sign in $a_\downarrow|{\uparrow\downarrow}\rangle=-|{\uparrow}\rangle$ makes the two orders cancel: $a_\uparrow a_\downarrow|{\uparrow\downarrow}\rangle=-|0\rangle$ and $a_\downarrow a_\uparrow|{\uparrow\downarrow}\rangle=|0\rangle$; likewise $a_\uparrow a_\downarrow^*|{\uparrow}\rangle=-|{\downarrow}\rangle$ and $a_\downarrow^*a_\uparrow|{\uparrow}\rangle=|{\downarrow}\rangle$. On the other basis states these products vanish, and the remaining mixed relation is an adjoint. Lean compares all matrix entries.

```lean
/-- The explicit matrices of one spatial orbital with both spins satisfy the CAR. -/
theorem isCAR_witness : IsCAR (fun i : Unit × Spin => site i.2) := by
  -- expand the products entrywise, then insert the numbers
  constructor <;> rintro ⟨⟨⟩, s⟩ ⟨⟨⟩, t⟩ <;> cases s <;> cases t <;> ext i j <;>
    simp only [Matrix.add_apply, Matrix.mul_apply, Matrix.star_eq_conjTranspose,
      Matrix.conjTranspose_apply, Fin.sum_univ_four] <;>
    fin_cases i <;> fin_cases j <;> simp [site]

end

end SpinExchangeBound
```

```lean
#print axioms SpinExchangeBound.exchange_bound
#print axioms SpinExchangeBound.mean_spinSq
#print axioms SpinExchangeBound.exchange_eq_iff
```

```
'SpinExchangeBound.exchange_bound' depends on axioms: [propext, Classical.choice, Quot.sound]
'SpinExchangeBound.mean_spinSq' depends on axioms: [propext, Classical.choice, Quot.sound]
'SpinExchangeBound.exchange_eq_iff' depends on axioms: [propext, Classical.choice, Quot.sound]
```
